# The Fourier transform of a kinked classical current tends to the eikonal form as its damping is removed

## A charge that changes direction suddenly

A charged particle flies in with four-momentum $p$, is struck, and flies out with four-momentum $p'$. It radiates, and the amplitude of the radiation with wave vector $k$ is governed by the Fourier transform of the particle's current. If the wavelength is long, the details of the collision should matter little, and one expects an answer in terms of $p$, $p'$ and $k$ alone.

Take units with $c=1$, signature $(+,-,-,-)$ and a unit point charge on a worldline $x(t)$, where $t$ is proper time (often written $\tau$). Its current density is $\int dt\,\dot x^\mu(t)\,\delta^4(y-x(t))$. Multiplying by $e^{ik\cdot y}$ and integrating over $y$ gives

$$J^\mu(k)=\int_{-\infty}^{\infty}dt\;\dot x^\mu(t)\,e^{ik\cdot x(t)} .$$

For free motion at both ends the integrand oscillates without decaying, so the integral does not converge absolutely. A factor $e^{-\varepsilon|t|}$ with $\varepsilon>0$ damps it; here $\varepsilon$ is this damping rate and not a polarisation vector.

## The eikonal current

Let the collision be instantaneous and take place at the origin. The particle has mass $m>0$ and four-velocity $u=p/m$ before $t=0$, and $u'=p'/m$ after it. If $k\cdot p$ and $k\cdot p'$ are nonzero, the damped transform $J_\varepsilon$ satisfies

$$\lim_{\varepsilon\to0^+}J_\varepsilon^\mu(k)= i\left(\frac{p'^\mu}{k\cdot p'}-\frac{p^\mu}{k\cdot p}\right).$$

In tree-level QED, for a single charged particle scattered by an external field, the same combination, contracted with the photon's polarisation vector and multiplied by the charge, is (up to a phase set by conventions) the factor that multiplies the amplitude for scattering without the photon to give the leading amplitude for scattering with emission of a soft one. The model here is classical, with a prescribed path and no recoil.

## Two half-line integrals

Write $a=k\cdot u$ and $b=k\cdot u'$. Before the kink $x(t)=tu$ and $|t|=-t$, so the exponent is $iat+\varepsilon t$. After it $x(t)=tu'$ and $|t|=t$, so the exponent is $ibt-\varepsilon t$. Hence

$$J_\varepsilon=u\int_{-\infty}^0 e^{(ia+\varepsilon)t}dt+u'\int_0^\infty e^{(ib-\varepsilon)t}dt .$$

For a cutoff $T>0$,

$$\int_{-T}^0 e^{(ia+\varepsilon)t}dt=\frac{1-e^{-(ia+\varepsilon)T}}{ia+\varepsilon},\qquad
\int_0^T e^{(ib-\varepsilon)t}dt=\frac{e^{(ib-\varepsilon)T}-1}{ib-\varepsilon}.$$

Both exponentials on the right have modulus $e^{-\varepsilon T}$ and vanish as $T\to\infty$. Therefore

$$J_\varepsilon=\frac{u}{ia+\varepsilon}-\frac{u'}{ib-\varepsilon}.$$

With $a,b\neq0$ both terms are continuous at $\varepsilon=0$, and since $1/i=-i$,

$$J_\varepsilon\;\to\;\frac{u}{ia}-\frac{u'}{ib}=i\left(\frac{u'}{b}-\frac{u}{a}\right).$$

Finally $u/a=(p/m)/(k\cdot p/m)=p/(k\cdot p)$, and likewise for $u'/b$. The mass cancels.

## Nonzero denominators and current conservation

For a real photon $k^0=|\mathbf k|>0$, and for a massive charge $p^0>|\mathbf p|$. The Cauchy–Schwarz inequality gives

$$\mathbf k\cdot\mathbf p\le|\mathbf k||\mathbf p|=k^0|\mathbf p|<k^0p^0,$$

so $k\cdot p=k^0p^0-\mathbf k\cdot\mathbf p>0$. The conditions on the denominators then hold. For a massless charge, $k\cdot p$ vanishes when the photon is parallel to it, which is the collinear singularity.

Contracting the limiting current with $k$ gives

$$i\left(\frac{k\cdot p'}{k\cdot p'}-\frac{k\cdot p}{k\cdot p}\right)=0 ,$$

which is charge conservation in Fourier space.

## Worldlines and currents in Lean

A real four-vector is a function `Fin 4 → ℝ`, with index 0 for time, and `mdot` is the Minkowski product. The map `kinkedPath u u'` is the broken straight line, and `regulatedCurrent x k ε` is the damped integral over all proper time for any worldline `x`. Its definition starts from the worldline integral, after the delta function has been integrated out. The phase is $e^{+ik\cdot x}$; the opposite sign convention gives the complex conjugate.

The theorem `regulatedCurrent_tendsto_eikonal` says that for `0 < m` and nonzero `mdot k p` and `mdot k p'`, the regulated current of the kinked path with velocities `m⁻¹ • p` and `m⁻¹ • p'` tends to `eikonalCurrent k p p'`. The filter `𝓝[>] 0` expresses that $\varepsilon$ approaches zero from above. The limit is taken at fixed $k$.

This theorem requires neither $k\cdot k=0$ nor $p\cdot p=p'\cdot p'=m^2$. The conditions on $p$ and $p'$ are what make the parameter $t$ proper time, and $k\cdot k=0$ holds for the wave vector of free radiation, so they belong to the physical reading. The separate theorem `mdot_pos` treats lightlike $k$ and timelike $p$, both with positive energy, and `eikonalCurrent_conserved` states the vanishing contraction.

Underneath lies a statement without relativity. `kinkTransform a b v w ε` joins two damped oscillations with amplitudes `v` and `w` in $\mathbb C^n$, and `kinkTransform_tendsto` gives its limit $i(w/b-v/a)$ for all nonzero real `a` and `b`, of either sign. If $a=0$, $v\ne0$ and $b\neq0$, the term $v/\varepsilon$ diverges and there is no limit.

Besides neglecting recoil, the model replaces a smooth, brief deflection by a kink. This replacement is reasonable when $k\cdot x$ changes by much less than one during the deflection, and the theorems contain no estimate of the error.

```lean
import Mathlib

open MeasureTheory Set Filter Topology

namespace KinkedCurrent

noncomputable section

/-- The regulated Fourier transform of an amplitude that is `v` with frequency `a` before time
zero and `w` with frequency `b` afterwards; `ε` damps both ends. -/
def kinkTransform {n : ℕ} (a b : ℝ) (v w : Fin n → ℂ) (ε : ℝ) : Fin n → ℂ :=
  (∫ t in Iio (0 : ℝ), Complex.exp ((Complex.I * a + ε) * t) • v) +
    ∫ t in Ioi (0 : ℝ), Complex.exp ((Complex.I * b - ε) * t) • w

/-- The Minkowski product of two four-vectors, with signature (+,-,-,-). -/
def mdot (k x : Fin 4 → ℝ) : ℝ :=
  k 0 * x 0 - k 1 * x 1 - k 2 * x 2 - k 3 * x 3

/-- The worldline through the origin with four-velocity `u` up to time zero and `u'` after it. -/
def kinkedPath (u u' : Fin 4 → ℝ) (t : ℝ) : Fin 4 → ℝ :=
  if t ≤ 0 then t • u else t • u'

/-- The Fourier transform at wave vector `k` of the current of a unit charge on the worldline `x`,
with the damping factor `exp (-ε |t|)`. -/
def regulatedCurrent (x : ℝ → Fin 4 → ℝ) (k : Fin 4 → ℝ) (ε : ℝ) : Fin 4 → ℂ :=
  ∫ t : ℝ, Complex.exp (Complex.I * (mdot k (x t) : ℂ) - ε * ((|t| : ℝ) : ℂ)) •
    (fun μ => ((deriv x t μ : ℝ) : ℂ))

/-- The eikonal current `i (p'/(k·p') - p/(k·p))` for scattering from momentum `p` to `p'`,
meant for `k·p` and `k·p'` nonzero. -/
def eikonalCurrent (k p p' : Fin 4 → ℝ) : Fin 4 → ℂ :=
  fun μ => Complex.I * ((p' μ : ℂ) / (mdot k p' : ℂ) - (p μ : ℂ) / (mdot k p : ℂ))

/-- For positive damping the transform is the sum of two simple poles, one for each half of the
motion. -/
theorem kinkTransform_eq {n : ℕ} (a b : ℝ) (v w : Fin n → ℂ) {ε : ℝ} (hε : 0 < ε) :
    kinkTransform a b v w ε =
      (Complex.I * a + ε : ℂ)⁻¹ • v - (Complex.I * b - ε : ℂ)⁻¹ • w := by
  have h1 : 0 < (Complex.I * a + ε : ℂ).re := by simpa using hε
  have h2 : (Complex.I * b - ε : ℂ).re < 0 := by simpa using hε
  rw [kinkTransform, integral_smul_const, integral_smul_const, ← integral_Iic_eq_integral_Iio,
    integral_exp_mul_complex_Iic h1, integral_exp_mul_complex_Ioi h2]
  simp only [Complex.ofReal_zero, mul_zero, Complex.exp_zero, neg_div, one_div, neg_smul,
    sub_eq_add_neg]

/-- For nonzero frequencies `a` and `b`, the transform tends to `i (w/b - v/a)` as the damping is
removed. -/
theorem kinkTransform_tendsto {n : ℕ} {a b : ℝ} (ha : a ≠ 0) (hb : b ≠ 0) (v w : Fin n → ℂ) :
    Tendsto (kinkTransform a b v w) (𝓝[>] 0)
      (𝓝 (Complex.I • ((b : ℂ)⁻¹ • w - (a : ℂ)⁻¹ • v))) := by
  -- both poles stay away from zero damping, so the closed form is continuous there
  have cA : ContinuousAt (fun ε : ℝ => (Complex.I * a + (ε : ℂ))⁻¹) 0 :=
    ContinuousAt.inv₀ (by fun_prop) (by simp [ha])
  have cB : ContinuousAt (fun ε : ℝ => (Complex.I * b - (ε : ℂ))⁻¹) 0 :=
    ContinuousAt.inv₀ (by fun_prop) (by simp [hb])
  have h := ((cA.smul (continuousAt_const (y := v))).sub
    (cB.smul (continuousAt_const (y := w)))).tendsto.mono_left
      (nhdsWithin_le_nhds (s := Ioi (0 : ℝ)))
  have e1 : (Complex.I * a + ((0 : ℝ) : ℂ))⁻¹ = -(Complex.I * (a : ℂ)⁻¹) := by
    rw [Complex.ofReal_zero, add_zero, mul_inv, Complex.inv_I]
    ring
  have e2 : (Complex.I * b - ((0 : ℝ) : ℂ))⁻¹ = -(Complex.I * (b : ℂ)⁻¹) := by
    rw [Complex.ofReal_zero, sub_zero, mul_inv, Complex.inv_I]
    ring
  have key : (Complex.I * a + ((0 : ℝ) : ℂ))⁻¹ • v - (Complex.I * b - ((0 : ℝ) : ℂ))⁻¹ • w =
      Complex.I • ((b : ℂ)⁻¹ • w - (a : ℂ)⁻¹ • v) := by
    rw [e1, e2]
    module
  rw [← key]
  refine Tendsto.congr' ?_ h
  filter_upwards [self_mem_nhdsWithin] with ε hε
  exact (kinkTransform_eq a b v w hε).symm

/-- The Minkowski product is homogeneous in its second argument. -/
lemma mdot_smul (k x : Fin 4 → ℝ) (c : ℝ) : mdot k (c • x) = c * mdot k x := by
  simp only [mdot, Pi.smul_apply, smul_eq_mul]
  ring

/-- The kinked worldline has four-velocity `u` before time zero and `u'` after it. -/
theorem kinkedPath_hasDerivAt (u u' : Fin 4 → ℝ) (t : ℝ) :
    (t < 0 → HasDerivAt (kinkedPath u u') u t) ∧
      (0 < t → HasDerivAt (kinkedPath u u') u' t) := by
  have h (z : Fin 4 → ℝ) : HasDerivAt (fun s : ℝ => s • z) z t := by
    simpa using (hasDerivAt_id t).smul_const z
  constructor
  · intro ht
    refine (h u).congr_of_eventuallyEq ?_
    filter_upwards [Iio_mem_nhds ht] with s hs
    simp [kinkedPath, (mem_Iio.mp hs).le]
  · intro ht
    refine (h u').congr_of_eventuallyEq ?_
    filter_upwards [Ioi_mem_nhds ht] with s hs
    simp [kinkedPath, not_le.mpr (mem_Ioi.mp hs)]

/-- For positive damping, the current of the kinked worldline is the two-piece transform with
frequencies `k·u` and `k·u'` and amplitudes `u` and `u'`. -/
theorem regulatedCurrent_kinkedPath (k u u' : Fin 4 → ℝ) {ε : ℝ} (hε : 0 < ε) :
    regulatedCurrent (kinkedPath u u') k ε =
      kinkTransform (mdot k u) (mdot k u') (fun μ => (u μ : ℂ)) (fun μ => (u' μ : ℂ)) ε := by
  let f : ℝ → Fin 4 → ℂ := fun t =>
    Complex.exp (Complex.I * (mdot k (kinkedPath u u' t) : ℂ) - ε * ((|t| : ℝ) : ℂ)) •
      (fun μ => ((deriv (kinkedPath u u') t μ : ℝ) : ℂ))
  have h1 : 0 < (Complex.I * (mdot k u : ℂ) + ε : ℂ).re := by simpa using hε
  have h2 : (Complex.I * (mdot k u' : ℂ) - ε : ℂ).re < 0 := by simpa using hε
  -- the integrand on either side of the kink
  have hneg : EqOn f (fun t : ℝ => Complex.exp ((Complex.I * (mdot k u : ℂ) + ε) * t) •
      (fun μ => (u μ : ℂ))) (Iio 0) := by
    intro t ht
    have ht' : t < 0 := ht
    have hd := ((kinkedPath_hasDerivAt u u' t).1 ht').deriv
    have hx : kinkedPath u u' t = t • u := by simp [kinkedPath, ht'.le]
    simp only [f, hd, hx, abs_of_neg ht', mdot_smul]
    congr 2
    push_cast
    ring
  have hpos : EqOn f (fun t : ℝ => Complex.exp ((Complex.I * (mdot k u' : ℂ) - ε) * t) •
      (fun μ => (u' μ : ℂ))) (Ioi 0) := by
    intro t ht
    have ht' : 0 < t := ht
    have hd := ((kinkedPath_hasDerivAt u u' t).2 ht').deriv
    have hx : kinkedPath u u' t = t • u' := by simp [kinkedPath, not_le.mpr ht']
    simp only [f, hd, hx, abs_of_pos ht', mdot_smul]
    congr 2
    push_cast
    ring
  have i1 : IntegrableOn f (Iio 0) :=
    IntegrableOn.congr_fun (Integrable.smul_const
      ((integrableOn_exp_mul_complex_Iic h1 0).mono_set Iio_subset_Iic_self) _)
      hneg.symm measurableSet_Iio
  have i2 : IntegrableOn f (Ioi 0) :=
    IntegrableOn.congr_fun (Integrable.smul_const (integrableOn_exp_mul_complex_Ioi h2 0) _)
      hpos.symm measurableSet_Ioi
  -- split the proper-time integral at the kink
  change ∫ t, f t = _
  rw [← setIntegral_univ, ← Iic_union_Ioi (a := (0 : ℝ)),
    setIntegral_union (Iic_disjoint_Ioi le_rfl) measurableSet_Ioi
      (i1.congr_set_ae Iio_ae_eq_Iic.symm) i2,
    integral_Iic_eq_integral_Iio, setIntegral_congr_fun measurableSet_Iio hneg,
    setIntegral_congr_fun measurableSet_Ioi hpos]
  rfl

/-- A charge of mass `m > 0` suddenly kicked from momentum `p` to `p'` has the eikonal current as
the limit of its regulated Fourier transform, if `k·p` and `k·p'` are nonzero. -/
theorem regulatedCurrent_tendsto_eikonal {m : ℝ} (hm : 0 < m) {k p p' : Fin 4 → ℝ}
    (hp : mdot k p ≠ 0) (hp' : mdot k p' ≠ 0) :
    Tendsto (regulatedCurrent (kinkedPath (m⁻¹ • p) (m⁻¹ • p')) k) (𝓝[>] 0)
      (𝓝 (eikonalCurrent k p p')) := by
  have ha : mdot k (m⁻¹ • p) ≠ 0 := by
    rw [mdot_smul]
    exact mul_ne_zero (inv_ne_zero hm.ne') hp
  have hb : mdot k (m⁻¹ • p') ≠ 0 := by
    rw [mdot_smul]
    exact mul_ne_zero (inv_ne_zero hm.ne') hp'
  have h := kinkTransform_tendsto ha hb (fun μ => (((m⁻¹ • p) μ : ℝ) : ℂ))
    (fun μ => (((m⁻¹ • p') μ : ℝ) : ℂ))
  -- the mass cancels between velocity and frequency
  have key : Complex.I • ((mdot k (m⁻¹ • p') : ℂ)⁻¹ • (fun μ => (((m⁻¹ • p') μ : ℝ) : ℂ)) -
      (mdot k (m⁻¹ • p) : ℂ)⁻¹ • (fun μ => (((m⁻¹ • p) μ : ℝ) : ℂ))) =
      eikonalCurrent k p p' := by
    have cm : (m : ℂ) ≠ 0 := Complex.ofReal_ne_zero.mpr hm.ne'
    have cp : (mdot k p : ℂ) ≠ 0 := Complex.ofReal_ne_zero.mpr hp
    have cp' : (mdot k p' : ℂ) ≠ 0 := Complex.ofReal_ne_zero.mpr hp'
    ext μ
    simp only [eikonalCurrent, mdot_smul, Pi.smul_apply, Pi.sub_apply, smul_eq_mul,
      Complex.ofReal_mul, Complex.ofReal_inv]
    field_simp
  rw [← key]
  refine Tendsto.congr' ?_ h
  filter_upwards [self_mem_nhdsWithin] with ε hε
  exact (regulatedCurrent_kinkedPath k _ _ hε).symm

/-- If `k` is lightlike and `p` timelike, both with positive energy, then `k·p` is positive. -/
theorem mdot_pos {k p : Fin 4 → ℝ} (hk0 : 0 < k 0) (hk : mdot k k = 0)
    (hp0 : 0 < p 0) (hp : 0 < mdot p p) : 0 < mdot k p := by
  unfold mdot at *
  -- Cauchy-Schwarz for the spatial parts
  have cs : (k 1 * p 1 + k 2 * p 2 + k 3 * p 3) ^ 2 ≤
      (k 1 ^ 2 + k 2 ^ 2 + k 3 ^ 2) * (p 1 ^ 2 + p 2 ^ 2 + p 3 ^ 2) := by
    nlinarith [sq_nonneg (k 1 * p 2 - k 2 * p 1), sq_nonneg (k 1 * p 3 - k 3 * p 1),
      sq_nonneg (k 2 * p 3 - k 3 * p 2)]
  have hk' : k 1 ^ 2 + k 2 ^ 2 + k 3 ^ 2 = k 0 ^ 2 := by linarith
  have hlt : k 0 ^ 2 * (p 1 ^ 2 + p 2 ^ 2 + p 3 ^ 2) < k 0 ^ 2 * p 0 ^ 2 :=
    mul_lt_mul_of_pos_left (by linarith) (by positivity)
  rw [hk'] at cs
  have hsq : (k 1 * p 1 + k 2 * p 2 + k 3 * p 3) ^ 2 < (k 0 * p 0) ^ 2 := by
    rw [mul_pow]
    exact cs.trans_lt hlt
  have := (le_abs_self _).trans_lt (abs_lt_of_sq_lt_sq hsq (by positivity))
  linarith

/-- The eikonal current is conserved: its Minkowski product with `k` vanishes when `k·p` and
`k·p'` are nonzero. -/
theorem eikonalCurrent_conserved {k p p' : Fin 4 → ℝ}
    (hp : mdot k p ≠ 0) (hp' : mdot k p' ≠ 0) :
    (k 0 : ℂ) * eikonalCurrent k p p' 0 - k 1 * eikonalCurrent k p p' 1
      - k 2 * eikonalCurrent k p p' 2 - k 3 * eikonalCurrent k p p' 3 = 0 := by
  have e (q : Fin 4 → ℝ) : (k 0 : ℂ) * q 0 - k 1 * q 1 - k 2 * q 2 - k 3 * q 3 =
      (mdot k q : ℂ) := by
    simp [mdot]
  -- each leg contributes the same constant, with opposite signs
  calc _ = Complex.I * (((k 0 : ℂ) * p' 0 - k 1 * p' 1 - k 2 * p' 2 - k 3 * p' 3) /
          (mdot k p' : ℂ) -
        ((k 0 : ℂ) * p 0 - k 1 * p 1 - k 2 * p 2 - k 3 * p 3) / (mdot k p : ℂ)) := by
        simp only [eikonalCurrent]
        ring
    _ = 0 := by
        rw [e, e, div_self (Complex.ofReal_ne_zero.mpr hp'),
          div_self (Complex.ofReal_ne_zero.mpr hp), sub_self, mul_zero]

end

end KinkedCurrent
```

```lean
#print axioms KinkedCurrent.regulatedCurrent_tendsto_eikonal
#print axioms KinkedCurrent.mdot_pos
#print axioms KinkedCurrent.eikonalCurrent_conserved
```

```
'KinkedCurrent.regulatedCurrent_tendsto_eikonal' depends on axioms: [propext, Classical.choice, Quot.sound]
'KinkedCurrent.mdot_pos' depends on axioms: [propext, Classical.choice, Quot.sound]
'KinkedCurrent.eikonalCurrent_conserved' depends on axioms: [propext, Classical.choice, Quot.sound]
```

## From the closed form to the limit

`kinkTransform_eq` carries out the half-line integrals. The facts `h1` and `h2` record the signs of the real parts, $\varepsilon$ and $-\varepsilon$, which make the exponentials decay. `integral_smul_const` takes the constant vectors out of the integrals, and Mathlib's formulas for complex exponentials on half-lines supply the values.

In `kinkTransform_tendsto`, `cA` and `cB` state that the two inverses are continuous at $\varepsilon=0$; this is where `ha` and `hb` enter. The equations `e1` and `e2` are $1/(ia)=-i/a$ and $1/(ib)=-i/b$. The closed form is known only for positive damping, so `Tendsto.congr'` transfers its limit to the transform using agreement for $\varepsilon>0$.

## Splitting the worldline at the kink

`mdot_smul` gives $k\cdot(tu)=t\,(k\cdot u)$. `kinkedPath_hasDerivAt` finds the velocity at each $t\neq0$, because near such a point the path coincides with a single straight line. At $t=0$ Lean's `deriv` returns zero if the path has a true kink, but one point does not affect the integral.

`regulatedCurrent_kinkedPath` joins these facts. The statements `hneg` and `hpos` rewrite the integrand on each side, including the two cases of $|t|$. Then `i1` and `i2` establish integrability, and `setIntegral_union` splits the line at zero. The two parts are those of `kinkTransform`, with frequencies $k\cdot u$ and $k\cdot u'$.

The eikonal theorem applies the general limit to these data. Its equation `key` contains the cancellation of the mass, done component by component with `field_simp`.

In `mdot_pos`, the inequality `cs` is Cauchy–Schwarz for the spatial parts, obtained by `nlinarith` from the squares of the components of $\mathbf k\times\mathbf p$. The strict inequality from the timelike condition then gives $(\mathbf k\cdot\mathbf p)^2<(k^0p^0)^2$, and positive energies allow the square root to be taken. In `eikonalCurrent_conserved`, `ring` gathers the contraction into two quotients, and `div_self` turns each into one.

## Several charges meeting at a point

The incoming and outgoing halves were integrated separately, so the same calculation applies when several particles meet at the origin and others leave it. If particle $j$ has charge $Q_j$ and momentum $p_j$, with every $k\cdot p_j\ne0$, adding the half-line integrals gives

$$J^\mu=i\left(\sum_{j\,\text{out}}Q_j\frac{p_j^\mu}{k\cdot p_j}-\sum_{j\,\text{in}}Q_j\frac{p_j^\mu}{k\cdot p_j}\right).$$

Its contraction with $k$ is $i$ times the outgoing minus the incoming total charge, so it vanishes exactly when the collision conserves charge. This many-particle formula is derived here in prose only; the Lean code treats a single charge.
